# A self-energy term −zP with P ≥ 0 adds no spectral weight and does not raise the addition threshold

A pole is defined here as a complex frequency z at which the inverse Green's function is singular, so G need not be evaluated there. With one-body Hamiltonian h, self-energy Σ(z) = Σ₀ − zP and A = h + Σ₀, the Dyson equation gives

G(z) = (z(1 + P) − A)⁻¹.

A is Hermitian and P positive semidefinite, both complex n×n matrices in an orthonormal orbital basis. The condition on P reflects the negative slope, between its poles, of a self-energy with real poles of positive weight. Zero energy is the chemical potential, which is held fixed together with A as P varies, and the addition threshold is the lowest positive pole. The results apply to quasiparticle calculations that linearise the whole self-energy matrix about the chemical potential in a finite basis, without lifetimes.

```lean
import Mathlib

open Matrix Filter Topology
open scoped ComplexOrder

namespace LinearizedSelfEnergy

noncomputable section

variable {n : Type*} [Fintype n] [DecidableEq n] {A P V : Matrix n n ℂ} {w : n → ℝ}
```

The type `n` labels the orbitals, and `dysonMatrix` is the inverse Green's function.

```lean
/-- The inverse Green's function `z (1 + P) - A` for a self-energy linear in frequency. -/
def dysonMatrix (A P : Matrix n n ℂ) (z : ℂ) : Matrix n n ℂ := z • (1 + P) - A
```

Its matrix inverse is G. Lean sets the inverse of a singular matrix to 0, so the value of `green` at a pole has no meaning.

```lean
/-- The Green's function `(z (1 + P) - A)⁻¹`, meaningful where `z (1 + P) - A` is invertible. -/
def green (A P : Matrix n n ℂ) (z : ℂ) : Matrix n n ℂ := (dysonMatrix A P z)⁻¹
```

Singularity is expressed by a vanishing determinant.

```lean
/-- The frequency `z` is a pole when `z (1 + P) - A` is singular. -/
def IsPole (A P : Matrix n n ℂ) (z : ℂ) : Prop := (dysonMatrix A P z).det = 0
```

## Modes orthonormal in the metric 1 + P

A Hermitian matrix has orthonormal eigenvectors. As columns of U they give U†U = 1 and U†AU = diag(dᵢ), with dᵢ real.

```lean
/-- A Hermitian matrix is diagonalised by a unitary matrix, with real diagonal entries. -/
theorem hermitian_diagonal (hA : A.IsHermitian) : ∃ (U : Matrix n n ℂ) (d : n → ℝ),
    Uᴴ * U = 1 ∧ Uᴴ * A * U = diagonal (fun i => (d i : ℂ)) := by
  let U : Matrix n n ℂ := Matrix.of fun i j => (hA.eigenvectorBasis j).ofLp i
  have hU : Uᴴ * U = 1 := by
    ext i j
    have h := orthonormal_iff_ite.mp hA.eigenvectorBasis.orthonormal i j
    rw [EuclideanSpace.inner_eq_star_dotProduct, dotProduct_comm] at h
    rw [Matrix.one_apply]
    exact h
  have hAU : A * U = U * diagonal (fun i => (hA.eigenvalues i : ℂ)) := by
    ext i j
    have h := congrFun (hA.mulVec_eigenvectorBasis j) i
    rw [Matrix.mul_diagonal]
    refine (show (A * U) i j = _ from h).trans ?_
    simp [U, mul_comm]
  exact ⟨U, hA.eigenvalues, hU, by rw [mul_assoc, hAU, ← mul_assoc, hU, one_mul]⟩
```

Apply this first to P, with eigenvalues pᵢ ≥ 0, and set D = diag(sᵢ) with sᵢ²(1 + pᵢ) = 1. Then (UD)†(1 + P)(UD) = 1. A second unitary W diagonalises the Hermitian matrix (UD)†A(UD) and preserves this identity. So V = UDW satisfies

V†(1 + P)V = 1,  V†AV = diag(wᵢ).

```lean
/-- For Hermitian `A` and positive semidefinite `P`, there are modes, orthonormal in the metric
`1 + P`, that diagonalise `A` with real entries. -/
theorem normal_modes (hA : A.IsHermitian) (hP : P.PosSemidef) :
    ∃ (V : Matrix n n ℂ) (w : n → ℝ),
      Vᴴ * (1 + P) * V = 1 ∧ Vᴴ * A * V = diagonal (fun i => (w i : ℂ)) := by
  obtain ⟨U, p, hU, hp⟩ := hermitian_diagonal hP.1
  have hs : ∀ i, ∃ s : ℝ, s * (1 + p i) * s = 1 := by
    intro i
    have h := hP.dotProduct_mulVec_nonneg (fun k => U k i)
    have e : (Uᴴ * P * U) i i = star (fun k => U k i) ⬝ᵥ (P *ᵥ fun k => U k i) := by
      rw [mul_assoc]; rfl
    rw [← e, hp, diagonal_apply_eq] at h
    have h0 : 0 ≤ p i := by exact_mod_cast h
    have h1 : 0 < 1 + p i := by linarith
    obtain ⟨r, hr0, hr⟩ : ∃ r : ℝ, r ≠ 0 ∧ 1 + p i = r * r :=
      ⟨√(1 + p i), (Real.sqrt_pos.mpr h1).ne', (Real.mul_self_sqrt h1.le).symm⟩
    exact ⟨r⁻¹, by rw [hr]; field_simp⟩
  choose s hs using hs
  -- rescale the eigenvectors of `P` so that the metric becomes the identity
  obtain ⟨D, hD⟩ : ∃ D : Matrix n n ℂ, D = diagonal (fun i => (s i : ℂ)) := ⟨_, rfl⟩
  have hDs : Dᴴ = D := by
    rw [hD, diagonal_conjTranspose]
    congr 1
    funext i
    simp
  have hR : (U * D)ᴴ * (1 + P) * (U * D) = 1 := by
    calc (U * D)ᴴ * (1 + P) * (U * D) = D * (Uᴴ * U + Uᴴ * P * U) * D := by
          simp only [conjTranspose_mul, hDs, mul_add, add_mul, mul_one, mul_assoc]
      _ = 1 := by
          rw [hU, hp, hD, ← diagonal_one, diagonal_add, diagonal_mul_diagonal,
            diagonal_mul_diagonal]
          congr 1
          funext i
          exact_mod_cast hs i
  have hH : ((U * D)ᴴ * A * (U * D)).IsHermitian := by
    rw [Matrix.IsHermitian]
    simp only [conjTranspose_mul, conjTranspose_conjTranspose, hA.eq, mul_assoc]
  obtain ⟨W, w, hW, hw⟩ := hermitian_diagonal hH
  refine ⟨U * D * W, w, ?_, ?_⟩
  · calc _ = Wᴴ * ((U * D)ᴴ * (1 + P) * (U * D)) * W := by
          simp only [conjTranspose_mul, mul_assoc]
      _ = 1 := by rw [hR, mul_one, hW]
  · rw [← hw]
    simp only [conjTranspose_mul, mul_assoc]
```

V is square, so its left inverse V†(1 + P) is also a right inverse. Hence VV† = (1 + P)⁻¹.

```lean
/-- Modes orthonormal in the metric `1 + P` resolve its inverse: `(1 + P) V V† = 1`. -/
theorem completeness (hV : Vᴴ * (1 + P) * V = 1) : (1 + P) * (V * Vᴴ) = 1 := by
  have h := _root_.mul_eq_one_comm.mp hV
  rw [← mul_assoc] at h
  exact _root_.mul_eq_one_comm.mp h
```

Multiplying the first identity by z and subtracting the second gives

V†(z(1 + P) − A)V = diag(z − wᵢ).

```lean
/-- In modes orthonormal in the metric `1 + P` that diagonalise `A`, the inverse Green's function
is diagonal with entries `z - w i`. -/
theorem dyson_diagonal (hV : Vᴴ * (1 + P) * V = 1)
    (hw : Vᴴ * A * V = diagonal (fun i => (w i : ℂ))) (z : ℂ) :
    Vᴴ * dysonMatrix A P z * V = diagonal (fun i => z - (w i : ℂ)) := by
  rw [dysonMatrix, mul_sub, sub_mul, mul_smul_comm, smul_mul_assoc, hV, hw]
  ext i j
  by_cases h : i = j <;> simp [h]
```

Taking determinants, |det V|² det(z(1 + P) − A) = ∏ᵢ(z − wᵢ). Since det V ≠ 0, the poles are exactly the real numbers wᵢ.

```lean
/-- The poles are exactly the diagonal entries of `A` in modes that are orthonormal in the
metric `1 + P` and diagonalise `A`. -/
theorem isPole_iff (hV : Vᴴ * (1 + P) * V = 1)
    (hw : Vᴴ * A * V = diagonal (fun i => (w i : ℂ))) (z : ℂ) :
    IsPole A P z ↔ ∃ i, z = w i := by
  have hd := congrArg det (dyson_diagonal hV hw z)
  rw [det_mul, det_mul, det_diagonal] at hd
  have h1 : V.det ≠ 0 := by
    intro h0
    have h := congrArg det hV
    rw [det_mul, h0] at h
    simp at h
  have key : (dysonMatrix A P z).det = 0 ↔ ∏ i, (z - (w i : ℂ)) = 0 := by
    rw [← hd]
    simp [h1]
  rw [IsPole, key, Finset.prod_eq_zero_iff]
  simp [sub_eq_zero]
```

## Residues and total weight

Inverting the diagonal form gives G(z) = V diag(1/(z − wᵢ)) V†, so

Tr G(z) = Σᵢ qᵢ/(z − wᵢ),  qᵢ = Σₖ|Vₖᵢ|² > 0.

With vᵢ the i-th column of V and uᵢ = vᵢ/√qᵢ its normalised form, the metric condition reads qᵢ = 1/(1 + uᵢ†Puᵢ).

As z → ω, (z − ω) Tr G(z) tends to Z(ω), the sum of qᵢ over modes with wᵢ = ω. Summing over distinct poles gives Tr V†V = Tr VV† = Tr(1 + P)⁻¹.

In Lean, `poles` is the finite set of distinct poles, and `𝓝[≠]` makes the residue a limit over complex z ≠ ω. `hG` is the trace formula, `ht` takes the limit term by term, and `hev` keeps z off every pole.

```lean
/-- For Hermitian `A` and positive semidefinite `P`, all poles of the Green's function are real,
their residue traces are positive, and these sum to `Tr (1 + P)⁻¹`. -/
theorem poles_and_residues (hA : A.IsHermitian) (hP : P.PosSemidef) :
    ∃ (poles : Finset ℝ) (Z : ℝ → ℝ),
      (∀ z : ℂ, IsPole A P z ↔ ∃ ω ∈ poles, z = (ω : ℂ)) ∧
      (∀ ω ∈ poles, 0 < Z ω ∧ Tendsto (fun z : ℂ => (z - ω) * (green A P z).trace)
        (𝓝[≠] (ω : ℂ)) (𝓝 (Z ω : ℂ))) ∧
      ((∑ ω ∈ poles, Z ω : ℝ) : ℂ) = ((1 + P)⁻¹).trace := by
  obtain ⟨V, w, hV, hw⟩ := normal_modes hA hP
  obtain ⟨q, hq⟩ : ∃ q : n → ℝ, ∀ i, q i = ∑ k, Complex.normSq (V k i) := ⟨_, fun _ => rfl⟩
  have hqV : ∀ i, (Vᴴ * V) i i = (q i : ℂ) := by
    intro i
    simp [hq, Matrix.mul_apply, Complex.normSq_eq_conj_mul_self]
  have hq0 : ∀ i, 0 ≤ q i := fun i => by
    rw [hq]; exact Finset.sum_nonneg fun k _ => Complex.normSq_nonneg _
  have hqpos : ∀ i, 0 < q i := by
    intro i
    refine lt_of_le_of_ne (hq0 i) fun h => ?_
    rw [hq] at h
    have hz := (Finset.sum_eq_zero_iff_of_nonneg
      (fun k _ => Complex.normSq_nonneg (V k i))).mp h.symm
    have h1 := congrFun (congrFun hV i) i
    rw [Matrix.mul_apply, Matrix.one_apply_eq, Finset.sum_eq_zero] at h1
    · exact zero_ne_one h1
    · intro k hk
      rw [Complex.normSq_eq_zero.mp (hz k hk), mul_zero]
  -- Lehmann representation of the traced Green's function
  have hG : ∀ z : ℂ, (∀ i, z ≠ w i) →
      (green A P z).trace = ∑ i, (z - (w i : ℂ))⁻¹ * (q i : ℂ) := by
    intro z hz
    have h1 : Vᴴ * (dysonMatrix A P z * V * diagonal (fun i => (z - (w i : ℂ))⁻¹)) = 1 := by
      rw [← mul_assoc, ← mul_assoc, dyson_diagonal hV hw, diagonal_mul_diagonal, ← diagonal_one]
      congr 1
      funext i
      exact mul_inv_cancel₀ (sub_ne_zero.mpr (hz i))
    have h2 := _root_.mul_eq_one_comm.mp h1
    rw [mul_assoc, mul_assoc] at h2
    rw [green, inv_eq_right_inv h2, ← mul_assoc, trace_mul_comm, ← mul_assoc, Matrix.trace]
    refine Finset.sum_congr rfl fun i _ => ?_
    rw [diag_apply, Matrix.mul_diagonal, hqV, mul_comm]
  refine ⟨Finset.univ.image w, fun ω => ∑ i, if w i = ω then q i else 0, ?_, ?_, ?_⟩
  · intro z
    rw [isPole_iff hV hw]
    simp
  · intro ω hω
    obtain ⟨j, -, hj⟩ := Finset.mem_image.mp hω
    constructor
    · refine Finset.sum_pos' (fun i _ => ?_) ⟨j, Finset.mem_univ j, ?_⟩
      · split_ifs
        · exact hq0 i
        · exact le_rfl
      · rw [if_pos hj]; exact hqpos j
    · have ht : ∀ i, Tendsto (fun z : ℂ => (z - ω) * ((z - (w i : ℂ))⁻¹ * (q i : ℂ)))
          (𝓝[≠] (ω : ℂ)) (𝓝 (if w i = ω then (q i : ℂ) else 0)) := by
        intro i
        split_ifs with h
        · refine tendsto_const_nhds.congr' ?_
          filter_upwards [self_mem_nhdsWithin] with z hz
          rw [h, mul_inv_cancel_left₀ (sub_ne_zero.mpr hz)]
        · have hne : (ω : ℂ) - (w i : ℂ) ≠ 0 :=
            sub_ne_zero.mpr (by exact_mod_cast Ne.symm h)
          have hc : ContinuousAt
              (fun z : ℂ => (z - ω) * ((z - (w i : ℂ))⁻¹ * (q i : ℂ))) (ω : ℂ) :=
            (continuousAt_id.sub continuousAt_const).mul
              (((continuousAt_id.sub continuousAt_const).inv₀ hne).mul continuousAt_const)
          have h3 := hc.tendsto
          simp only [sub_self, zero_mul] at h3
          exact h3.mono_left nhdsWithin_le_nhds
      have hev : ∀ᶠ z in 𝓝[≠] (ω : ℂ), ∀ i, z ≠ (w i : ℂ) := by
        rw [eventually_all]
        intro i
        by_cases h : w i = ω
        · rw [h]; exact self_mem_nhdsWithin
        · have hne : (ω : ℂ) ≠ (w i : ℂ) := by exact_mod_cast Ne.symm h
          exact nhdsWithin_le_nhds (isOpen_ne.mem_nhds hne)
      have hsum := tendsto_finsetSum Finset.univ (fun i _ => ht i)
      have hZ : ((∑ i, if w i = ω then q i else 0 : ℝ) : ℂ) =
          ∑ i, if w i = ω then (q i : ℂ) else 0 := by
        rw [Complex.ofReal_sum]
        refine Finset.sum_congr rfl fun i _ => ?_
        split_ifs <;> simp
      rw [← hZ] at hsum
      refine hsum.congr' ?_
      filter_upwards [hev] with z hz
      rw [hG z hz, Finset.mul_sum]
  · rw [inv_eq_right_inv (completeness hV), trace_mul_comm, Finset.sum_comm, Matrix.trace]
    simp [hqV]
```

The trace of V†V + V†PV = 1 is

Tr(1 + P)⁻¹ + Σᵢ vᵢ†Pvᵢ = n.

The sum is nonnegative, which bounds the weight by n. Equality forces every vᵢ†Pvᵢ = 0, hence Pvᵢ = 0, PV = 0 and P = 0. The statement uses `.re` because Lean's trace is complex-valued.

```lean
/-- For positive semidefinite `P` the total weight `Tr (1 + P)⁻¹` is at most the number of
orbitals, with equality exactly when `P = 0`. -/
theorem spectral_weight_loss (hP : P.PosSemidef) :
    ((1 + P)⁻¹).trace.re ≤ Fintype.card n ∧
      (((1 + P)⁻¹).trace.re = Fintype.card n ↔ P = 0) := by
  obtain ⟨V, w, hV, -⟩ := normal_modes (A := 0) Matrix.isHermitian_zero hP
  have e : ∀ i, (Vᴴ * P * V) i i = star (fun k => V k i) ⬝ᵥ (P *ᵥ fun k => V k i) := by
    intro i
    rw [mul_assoc]; rfl
  have h0 : ∀ i, 0 ≤ (Vᴴ * P * V) i i := fun i => by
    rw [e]; exact hP.dotProduct_mulVec_nonneg _
  have hre : ∀ i, 0 ≤ ((Vᴴ * P * V) i i).re := fun i => (Complex.nonneg_iff.mp (h0 i)).1
  -- the missing weight is the trace of `P` in the normal modes
  have ht : ((1 + P)⁻¹).trace.re + ∑ i, ((Vᴴ * P * V) i i).re = Fintype.card n := by
    have h1 : Vᴴ * V + Vᴴ * P * V = 1 := by
      simpa only [mul_add, add_mul, mul_one] using hV
    have h2 := congrArg (fun M => (Matrix.trace M).re) h1
    simp only [trace_add, trace_one, Complex.add_re, Complex.natCast_re] at h2
    rw [inv_eq_right_inv (completeness hV), trace_mul_comm, ← h2, ← Complex.re_sum]
    rfl
  have hs := Finset.sum_nonneg (fun i (_ : i ∈ Finset.univ) => hre i)
  refine ⟨by linarith, fun h => ?_, fun h => by subst h; simp⟩
  have hz := (Finset.sum_eq_zero_iff_of_nonneg
    (fun i (_ : i ∈ Finset.univ) => hre i)).mp (by linarith)
  have hPV : P * V = 0 := by
    ext k i
    have h3 : (Vᴴ * P * V) i i = 0 :=
      Complex.ext (hz i (Finset.mem_univ i)) (Complex.nonneg_iff.mp (h0 i)).2.symm
    rw [e] at h3
    exact congrFun ((hP.dotProduct_mulVec_zero_iff _).mp h3) k
  have h4 := _root_.mul_eq_one_comm.mp hV
  calc P = P * (V * (Vᴴ * (1 + P))) := by rw [h4, mul_one]
    _ = 0 := by rw [← mul_assoc, hPV, zero_mul]
```

## A pole at or below each positive eigenvalue

Let Ax = ax with a > 0 and x ≠ 0. Put c = V†x and α = V†(1 + P)x, so that x = Vα. Applying V† to the eigenvalue equation gives acᵢ = wᵢαᵢ.

With y = Vc, completeness gives x = y + Py, so Py = V(α − c) and

x†Py = y†Py + |Py|² ≥ 0.

The left side is c†(α − c). With tᵢ = wᵢ/a this becomes

0 ≤ Σᵢ tᵢ(1 − tᵢ)|αᵢ|².

If no wᵢ lay in (0, a], every tᵢ would be ≤ 0 or > 1, making every term nonpositive and hence zero. Then each tᵢ or αᵢ vanishes, so c = 0 and x = (1 + P)Vc = 0, a contradiction. In Lean, `hpos` is the inequality, `hterm` rewrites its terms and `hle` gives their sign.

```lean
/-- For Hermitian `A` and positive semidefinite `P`, every positive eigenvalue `a` of `A` has a
pole in the interval `(0, a]`. -/
theorem exists_pole_le (hA : A.IsHermitian) (hP : P.PosSemidef) {a : ℝ} (ha : 0 < a)
    {x : n → ℂ} (hx : x ≠ 0) (hax : A *ᵥ x = (a : ℂ) • x) :
    ∃ ω : ℝ, 0 < ω ∧ ω ≤ a ∧ IsPole A P ω := by
  obtain ⟨V, w, hV, hw⟩ := normal_modes hA hP
  by_contra hcon
  have hn : ∀ i, 0 < w i → a < w i := fun i hi => lt_of_not_ge fun hle =>
    hcon ⟨w i, hi, hle, (isPole_iff hV hw _).mpr ⟨i, rfl⟩⟩
  obtain ⟨c, hc⟩ : ∃ c, c = Vᴴ *ᵥ x := ⟨_, rfl⟩
  obtain ⟨α, hα⟩ : ∃ α, α = (Vᴴ * (1 + P)) *ᵥ x := ⟨_, rfl⟩
  have hxα : V *ᵥ α = x := by
    rw [hα, mulVec_mulVec, _root_.mul_eq_one_comm.mp hV, one_mulVec]
  have hy : V *ᵥ c + P *ᵥ (V *ᵥ c) = x := by
    have h : (1 + P) *ᵥ (V *ᵥ c) = x := by
      rw [hc, mulVec_mulVec, mulVec_mulVec, mul_assoc, completeness hV, one_mulVec]
    rwa [add_mulVec, one_mulVec] at h
  -- the eigenvalue equation in the normal modes
  have hca : ∀ i, (a : ℂ) * c i = w i * α i := by
    intro i
    have h : (a : ℂ) • c = diagonal (fun i => (w i : ℂ)) *ᵥ α := by
      rw [← hw, ← mulVec_mulVec, hxα, ← mulVec_mulVec, hax, mulVec_smul, hc]
    have h' := congrFun h i
    rwa [mulVec_diagonal, Pi.smul_apply, smul_eq_mul] at h'
  have hci : ∀ i, c i = ((w i / a : ℝ) : ℂ) * α i := by
    intro i
    have ha' : (a : ℂ) ≠ 0 := by exact_mod_cast ha.ne'
    apply mul_left_cancel₀ ha'
    rw [hca, ← mul_assoc, ← Complex.ofReal_mul, mul_div_cancel₀ _ ha.ne']
  -- positivity of `P` bounds the norm of `c`
  have hpos : 0 ≤ star c ⬝ᵥ (α - c) := by
    have h : 0 ≤ star (V *ᵥ c + P *ᵥ (V *ᵥ c)) ⬝ᵥ (P *ᵥ (V *ᵥ c)) := by
      rw [star_add, add_dotProduct]
      exact add_nonneg (hP.dotProduct_mulVec_nonneg _) (dotProduct_star_self_nonneg _)
    have hPy : P *ᵥ (V *ᵥ c) = V *ᵥ (α - c) := by
      rw [mulVec_sub, hxα, eq_sub_iff_add_eq, add_comm]
      exact hy
    rw [hy, hPy, dotProduct_mulVec] at h
    rwa [hc, star_mulVec, conjTranspose_conjTranspose, ← hc]
  have hterm : ∀ i, (star (c i) * (α i - c i)).re =
      w i / a * (1 - w i / a) * Complex.normSq (α i) := by
    intro i
    rw [hci]
    generalize w i / a = t
    simp only [Complex.star_def, Complex.mul_re, Complex.mul_im, Complex.sub_re, Complex.sub_im,
      Complex.conj_re, Complex.conj_im, Complex.ofReal_re, Complex.ofReal_im,
      Complex.normSq_apply]
    ring
  have hle : ∀ i, w i / a * (1 - w i / a) * Complex.normSq (α i) ≤ 0 := by
    intro i
    refine mul_nonpos_of_nonpos_of_nonneg ?_ (Complex.normSq_nonneg _)
    rcases le_or_gt (w i) 0 with h | h
    · have h1 : w i / a ≤ 0 := div_nonpos_of_nonpos_of_nonneg h ha.le
      nlinarith
    · have h1 : 1 < w i / a := (one_lt_div ha).mpr (hn i h)
      nlinarith
  have hsum : 0 ≤ ∑ i, w i / a * (1 - w i / a) * Complex.normSq (α i) := by
    have h := (Complex.nonneg_iff.mp hpos).1
    simp only [dotProduct, Complex.re_sum, Pi.star_apply, Pi.sub_apply, hterm] at h
    exact h
  have hz := (Finset.sum_eq_zero_iff_of_nonpos (fun i (_ : i ∈ Finset.univ) => hle i)).mp
    (le_antisymm (Finset.sum_nonpos fun i _ => hle i) hsum)
  have hc0 : c = 0 := by
    funext i
    rw [hci, Pi.zero_apply]
    rcases mul_eq_zero.mp (hz i (Finset.mem_univ i)) with h | h
    · rcases mul_eq_zero.mp h with h | h
      · rw [h, Complex.ofReal_zero, zero_mul]
      · have h1 : w i = a := by
          have h2 : w i / a = 1 := by linarith
          rwa [div_eq_one_iff_eq ha.ne'] at h2
        exact absurd (hn i (h1 ▸ ha)) (by rw [h1]; exact lt_irrefl a)
    · rw [Complex.normSq_eq_zero.mp h, mul_zero]
  apply hx
  rw [← hy, hc0, mulVec_zero, mulVec_zero, add_zero]
```

The poles are finite in number, as are the eigenvalues of A, which are poles at P = 0. If A has a positive eigenvalue, the previous result supplies a positive pole, so both positive minima exist (`IsLeast`), and the same result at a₀ gives ω₀ ≤ a₀.

```lean
/-- For Hermitian `A` with a positive eigenvalue and positive semidefinite `P`, the lowest
positive pole is at most the lowest positive eigenvalue of `A`. -/
theorem addition_threshold_le (hA : A.IsHermitian) (hP : P.PosSemidef)
    (h : ∃ a : ℝ, 0 < a ∧ ∃ x : n → ℂ, x ≠ 0 ∧ A *ᵥ x = (a : ℂ) • x) :
    ∃ ω₀ a₀ : ℝ, IsLeast {ω : ℝ | 0 < ω ∧ IsPole A P ω} ω₀ ∧
      IsLeast {a : ℝ | 0 < a ∧ ∃ x : n → ℂ, x ≠ 0 ∧ A *ᵥ x = (a : ℂ) • x} a₀ ∧ ω₀ ≤ a₀ := by
  have hfin : ∀ Q : Matrix n n ℂ, Q.PosSemidef → {ω : ℝ | 0 < ω ∧ IsPole A Q ω}.Finite := by
    intro Q hQ
    obtain ⟨V, w, hV, hw⟩ := normal_modes hA hQ
    refine (Set.finite_range w).subset fun ω hω => ?_
    obtain ⟨i, hi⟩ := (isPole_iff hV hw _).mp hω.2
    exact ⟨i, by exact_mod_cast hi.symm⟩
  -- eigenvalues of `A` are the poles at `P = 0`
  have hE : {a : ℝ | 0 < a ∧ ∃ x : n → ℂ, x ≠ 0 ∧ A *ᵥ x = (a : ℂ) • x}.Finite := by
    refine (hfin 0 Matrix.PosSemidef.zero).subset fun a ha => ⟨ha.1, ?_⟩
    obtain ⟨x, hx, hax⟩ := ha.2
    refine Matrix.exists_mulVec_eq_zero_iff.mp ⟨x, hx, ?_⟩
    rw [dysonMatrix, add_zero, sub_mulVec, smul_mulVec, one_mulVec, hax, sub_self]
  obtain ⟨a₀, ha₀⟩ := hE.isCompact.exists_isLeast h
  obtain ⟨hpos, x, hx, hax⟩ := ha₀.1
  obtain ⟨ω, hω, hωa, hpole⟩ := exists_pole_le hA hP hpos hx hax
  obtain ⟨ω₀, hω₀⟩ := (hfin P hP).isCompact.exists_isLeast ⟨ω, hω, hpole⟩
  exact ⟨ω₀, a₀, hω₀, ha₀, (hω₀.2 ⟨hω, hpole⟩).trans hωa⟩

end

end LinearizedSelfEnergy
```

```lean
#print axioms LinearizedSelfEnergy.poles_and_residues
-- 'LinearizedSelfEnergy.poles_and_residues' depends on axioms: [propext, Classical.choice, Quot.sound]
#print axioms LinearizedSelfEnergy.spectral_weight_loss
-- 'LinearizedSelfEnergy.spectral_weight_loss' depends on axioms: [propext, Classical.choice, Quot.sound]
#print axioms LinearizedSelfEnergy.addition_threshold_le
-- 'LinearizedSelfEnergy.addition_threshold_le' depends on axioms: [propext, Classical.choice, Quot.sound]
```

## One orbital

For n = 1, A = a > 0 and P = p ≥ 0, the pole is a/(1 + p) and its weight 1/(1 + p); as p → 0 they return to a and 1. For a = 1 and p = −1/2, both pole and weight equal 2. Positive definiteness of 1 + P alone is therefore not enough for either bound.
